# An atom at the centre of a pore: $r^{-6}$ pair sums 8 times the flat-wall value for a sphere, $3\pi/2$ times for a cylinder

Suppose the dispersion energy of an atom in the middle of a pore of radius $R$ is estimated with the formula for a flat wall at distance $R$. The estimate is too small in magnitude, by a factor of 8 in a spherical pore and of $3\pi/2\approx 4.71$ in an infinitely long cylindrical one. These factors hold for a pairwise model in which the solid is a uniform continuum, filling all space outside the pore or behind the flat wall, and every volume element at distance $r$ from the atom contributes an attractive energy proportional to $r^{-6}$.

```lean
import Mathlib

open MeasureTheory Set Filter Topology
open scoped Real

namespace PoreAdsorption

noncomputable section
```

The first line loads Mathlib, Lean's mathematical library. The `open` lines allow short names, such as `π` for the real number $\pi$.

## The three pair sums

```lean
/-- The closed form `π / (6 d³)` for the `r⁻⁶` pair sum of an atom at distance `d > 0` from a
flat wall of unit density. -/
def flatWallSum (d : ℝ) : ℝ := π / (6 * d ^ 3)
```

The function `flatWallSum` takes a distance $d$ and returns

$$W(d)=\frac{\pi}{6d^3}.$$

This is the integral of $r^{-6}$ over a half-space of unit density whose surface lies at distance $d$ from the atom. A layer at distance $x$ from the atom contributes, per unit thickness, $\int_0^\infty 2\pi s\,(s^2+x^2)^{-3}\,ds=\pi/(2x^4)$, and integrating over $x>d$ gives $\pi/(6d^3)$. The code takes this closed form as a definition and does not derive it.

Unit density means that number density and interaction strength have been divided out. For density $\rho$ and dispersion coefficient $C_6$, the energy is $-\rho\,C_6$ times the pair sum.

```lean
/-- The `r⁻⁶` pair sum at the centre of a spherical pore of radius `R > 0` in a solid of unit
density, taken over spherical shells of area `4 π r²`. -/
def sphericalPoreSum (R : ℝ) : ℝ := ∫ r in Ioi R, 4 * π * r ^ 2 / r ^ 6
```

For the spherical pore, `Ioi R` is the open interval $(R,\infty)$, so the definition reads

$$S_{\rm sph}(R)=\int_R^\infty \frac{4\pi r^2}{r^6}\,dr.$$

The atom sits at the centre, and all matter in a shell of radius $r$ is equally far away. The shell area $4\pi r^2$ is written into the integrand.

```lean
/-- The `r⁻⁶` pair sum on the axis of an infinite cylindrical pore of radius `R > 0` in a solid
of unit density, taken over rings at height `p.1` with radius `p.2` and length `2 π p.2`. -/
def cylindricalPoreSum (R : ℝ) : ℝ :=
  ∫ p in (univ : Set ℝ) ×ˢ Ioi R, 2 * π * p.2 / (p.2 ^ 2 + p.1 ^ 2) ^ 3
```

For the cylindrical pore the integral is two-dimensional. A point `p` of the plane has the height `p.1`, written $z$ below, and the distance from the axis `p.2`, written $s$. The set `univ ×ˢ Ioi R` contains all real $z$ and all $s>R$:

$$S_{\rm cyl}(R)=\int_{\mathbb R\times(R,\infty)}\frac{2\pi s}{(s^2+z^2)^3}\,d(z,s).$$

The factor $2\pi s$ is the length of a ring around the axis, and $\sqrt{s^2+z^2}$ is the distance from the atom to that ring.

## The spherical pore: one radial integral

```lean
/-- At the centre of a spherical pore the pair sum is 8 times that of a flat wall at
distance `R`. -/
theorem spherical_pore_enhancement {R : ℝ} (hR : 0 < R) :
    sphericalPoreSum R = 8 * flatWallSum R := by
  have hd : ∀ r ∈ Ici R, HasDerivAt (fun r : ℝ => -(4 * π / 3) / r ^ 3)
      (4 * π * r ^ 2 / r ^ 6) r := by
    intro r hr
    have hr0 : 0 < r := lt_of_lt_of_le hR hr
    have hp : HasDerivAt (fun r : ℝ => r ^ 3) (3 * r ^ 2) r :=
      (hasDerivAt_pow 3 r).congr_deriv (by norm_num)
    refine ((hasDerivAt_const r (-(4 * π / 3))).fun_div hp (by positivity)).congr_deriv ?_
    rw [div_eq_div_iff (by positivity) (by positivity)]
    ring
  have hlim : Tendsto (fun r : ℝ => -(4 * π / 3) / r ^ 3) atTop (𝓝 0) :=
    tendsto_const_nhds.div_atTop (tendsto_pow_atTop (by norm_num))
  rw [sphericalPoreSum, integral_Ioi_of_hasDerivAt_of_nonneg' hd
    (fun r _ => by positivity) hlim, flatWallSum]
  field_simp
  ring
```

The statement says: for every real $R$ with $R>0$, $S_{\rm sph}(R)=8\,W(R)$. The name `hR` labels the hypothesis $R>0$. The calculation is

$$\int_R^\infty 4\pi r^{-4}\,dr=\left[-\frac{4\pi}{3r^3}\right]_R^\infty=\frac{4\pi}{3R^3}=8\cdot\frac{\pi}{6R^3}.$$

Lean follows the same route. The step `hd` checks that $-(4\pi/3)/r^3$ has the integrand as its derivative at every $r\ge R$, and `hlim` checks that it tends to 0 at infinity. The Mathlib theorem `integral_Ioi_of_hasDerivAt_of_nonneg'` then gives the integral as the limit minus the value at $R$. It also needs a non-negative integrand, which the tactic `positivity` supplies. Finally `field_simp` clears denominators and `ring` does the remaining algebra.

## The cylindrical pore: pierced layers stacked along the axis

```lean
/-- A flat layer at height `z` with a circular hole of radius `R` has an integrable ring
density, and its pair sum is `π / (2 (R² + z²)²)`. -/
theorem layer_sum {R : ℝ} (hR : 0 < R) (z : ℝ) :
    IntegrableOn (fun s : ℝ => 2 * π * s / (s ^ 2 + z ^ 2) ^ 3) (Ioi R) ∧
    ∫ s in Ioi R, 2 * π * s / (s ^ 2 + z ^ 2) ^ 3 = π / (2 * (R ^ 2 + z ^ 2) ^ 2) := by
  have hd : ∀ s ∈ Ici R, HasDerivAt (fun s : ℝ => -(π / 2) / (s ^ 2 + z ^ 2) ^ 2)
      (2 * π * s / (s ^ 2 + z ^ 2) ^ 3) s := by
    intro s hs
    have hs0 : 0 < s := lt_of_lt_of_le hR hs
    have hq : HasDerivAt (fun s : ℝ => s ^ 2 + z ^ 2) (2 * s) s :=
      ((hasDerivAt_pow 2 s).add_const (z ^ 2)).congr_deriv (by norm_num)
    have hp : HasDerivAt (fun s : ℝ => (s ^ 2 + z ^ 2) ^ 2)
        (2 * (s ^ 2 + z ^ 2) * (2 * s)) s :=
      (hq.fun_pow 2).congr_deriv (by norm_num)
    refine ((hasDerivAt_const s (-(π / 2))).fun_div hp (by positivity)).congr_deriv ?_
    rw [div_eq_div_iff (by positivity) (by positivity)]
    ring
  have hpos : ∀ s ∈ Ioi R, 0 ≤ 2 * π * s / (s ^ 2 + z ^ 2) ^ 3 := by
    intro s hs
    have hs0 : 0 < s := lt_trans hR hs
    positivity
  have hlim : Tendsto (fun s : ℝ => -(π / 2) / (s ^ 2 + z ^ 2) ^ 2) atTop (𝓝 0) :=
    tendsto_const_nhds.div_atTop ((tendsto_pow_atTop two_ne_zero).comp
      (tendsto_atTop_add_const_right atTop (z ^ 2) (tendsto_pow_atTop two_ne_zero)))
  refine ⟨integrableOn_Ioi_deriv_of_nonneg' hd hpos hlim, ?_⟩
  rw [integral_Ioi_of_hasDerivAt_of_nonneg' hd hpos hlim, zero_sub, neg_div, neg_neg, div_div]
```

Fix a height $z$. The solid at that height is a flat layer with a circular hole of radius $R$, where $R>0$ here and in the next two theorems. The theorem makes two statements, joined by `∧` ("and"): the ring density is integrable over $s>R$, and its integral is

$$\int_R^\infty\frac{2\pi s}{(s^2+z^2)^3}\,ds=\left[-\frac{\pi}{2(s^2+z^2)^2}\right]_R^\infty=\frac{\pi}{2(R^2+z^2)^2}.$$

The proof again consists of a derivative (`hd`), a sign (`hpos`) and a limit (`hlim`). The same three facts yield both integrability and the value.

```lean
/-- The pair sum of a pierced layer is integrable along the pore axis. -/
theorem layer_integrable {R : ℝ} (hR : 0 < R) :
    Integrable (fun z : ℝ => π / (2 * (R ^ 2 + z ^ 2) ^ 2)) := by
  -- compare with a Lorentzian
  refine (integrable_inv_one_add_sq.const_mul (π * (1 + R ^ 2) / (2 * R ^ 4))).mono'
    (by fun_prop : Measurable _).aestronglyMeasurable (ae_of_all _ fun z => ?_)
  rw [Real.norm_of_nonneg (by positivity), ← div_eq_mul_inv, div_div,
    div_le_div_iff₀ (by positivity) (by positivity)]
  have h : 0 ≤ π * (2 * (2 * R ^ 2 * z ^ 2 + z ^ 4 + R ^ 6 + R ^ 4 * z ^ 2
    + R ^ 2 * z ^ 4)) := by positivity
  nlinarith [h]
```

Before the layers are added up, their total must be known to be finite. The proof bounds the layer function by a Lorentzian:

$$\frac{\pi}{2(R^2+z^2)^2}\le\frac{\pi(1+R^2)}{2R^4}\cdot\frac{1}{1+z^2}.$$

Cross-multiplying turns this into $R^4(1+z^2)\le(1+R^2)(R^2+z^2)^2$. The right side minus the left is

$$2R^2z^2+z^4+R^6+R^4z^2+R^2z^4\ge 0.$$

This polynomial appears in the step `h`, and `nlinarith` draws the conclusion from it. Mathlib already knows that $1/(1+z^2)$ is integrable, and `mono'` passes integrability to the smaller function.

```lean
/-- Stacking the pierced layers along the whole pore axis gives `π² / (4 R³)`. -/
theorem stacked_layers {R : ℝ} (hR : 0 < R) :
    ∫ z : ℝ, π / (2 * (R ^ 2 + z ^ 2) ^ 2) = π ^ 2 / (4 * R ^ 3) := by
  let F : ℝ → ℝ := fun z =>
    π / (4 * R ^ 2) * (z / (R ^ 2 + z ^ 2)) + π / (4 * R ^ 3) * Real.arctan (z / R)
  have hd : ∀ z, HasDerivAt F (π / (2 * (R ^ 2 + z ^ 2) ^ 2)) z := by
    intro z
    have hne : R ^ 2 + z ^ 2 ≠ 0 := by positivity
    have hq : HasDerivAt (fun z : ℝ => R ^ 2 + z ^ 2) (2 * z) z :=
      ((hasDerivAt_pow 2 z).const_add (R ^ 2)).congr_deriv (by norm_num)
    have ha : HasDerivAt (fun z : ℝ => Real.arctan (z / R)) (R / (R ^ 2 + z ^ 2)) z := by
      refine ((hasDerivAt_id' z).div_const R).arctan.congr_deriv ?_
      have e : 1 + (z / R) ^ 2 = (R ^ 2 + z ^ 2) / R ^ 2 := by field_simp
      rw [e]
      field_simp
    refine ((((hasDerivAt_id' z).fun_div hq hne).const_mul (π / (4 * R ^ 2))).fun_add
      (ha.const_mul (π / (4 * R ^ 3)))).congr_deriv ?_
    field_simp
    ring
  have hrat : Tendsto (fun z : ℝ => z / (R ^ 2 + z ^ 2)) atTop (𝓝 0) := by
    refine squeeze_zero' ?_ ?_ tendsto_inv_atTop_zero
    · filter_upwards [eventually_gt_atTop 0] with z hz
      positivity
    · filter_upwards [eventually_gt_atTop 0] with z hz
      rw [← one_div, div_le_div_iff₀ (by positivity) hz]
      nlinarith [sq_nonneg R]
  have hat : Tendsto (fun z : ℝ => Real.arctan (z / R)) atTop (𝓝 (π / 2)) :=
    (Real.tendsto_arctan_atTop.mono_right nhdsWithin_le_nhds).comp
      (tendsto_id.atTop_div_const hR)
  have htop : Tendsto F atTop (𝓝 (π / (4 * R ^ 2) * 0 + π / (4 * R ^ 3) * (π / 2))) :=
    (hrat.const_mul _).add (hat.const_mul _)
  -- the antiderivative is odd, which gives the other limit
  have hbot := (htop.comp tendsto_neg_atBot_atTop).neg
  have hodd : ∀ z, -(F ∘ Neg.neg) z = F z := by
    intro z
    simp only [F, Function.comp_apply, neg_div, Real.arctan_neg, neg_sq]
    ring
  rw [integral_of_hasDerivAt_of_tendsto hd (layer_integrable hR) (hbot.congr hodd) htop]
  ring
```

The stack of layers is summed with the antiderivative

$$F(z)=\frac{\pi}{4R^2}\,\frac{z}{R^2+z^2}+\frac{\pi}{4R^3}\arctan\frac zR.$$

Differentiating gives

$$F'(z)=\frac{\pi}{4R^2}\left[\frac{R^2-z^2}{(R^2+z^2)^2}+\frac{1}{R^2+z^2}\right]=\frac{\pi}{2(R^2+z^2)^2}.$$

As $z\to\infty$ the fraction $z/(R^2+z^2)$ tends to 0, since it lies between 0 and $1/z$ for $z>0$, and the arctangent tends to $\pi/2$. Hence $F\to\pi^2/(8R^3)$. Because $F$ is odd, its limit at $-\infty$ is $-\pi^2/(8R^3)$, and the integral is the difference, $\pi^2/(4R^3)$.

In the code, `hd` is the derivative, `hrat` and `hat` are the limits of the two parts, and `htop` combines them. The steps `hbot` and `hodd` obtain the limit at $-\infty$ by reflection.

```lean
/-- On the axis of a cylindrical pore the pair sum is `3π/2` times that of a flat wall at
distance `R`. -/
theorem cylindrical_pore_enhancement {R : ℝ} (hR : 0 < R) :
    cylindricalPoreSum R = 3 * π / 2 * flatWallSum R := by
  have hμ : (volume : Measure (ℝ × ℝ)).restrict (univ ×ˢ Ioi R)
      = (volume : Measure ℝ).prod (volume.restrict (Ioi R)) := by
    rw [Measure.volume_eq_prod, ← Measure.prod_restrict, Measure.restrict_univ]
  have hn : ∀ z : ℝ, ∫ s in Ioi R, ‖2 * π * s / (s ^ 2 + z ^ 2) ^ 3‖
      = π / (2 * (R ^ 2 + z ^ 2) ^ 2) := by
    intro z
    rw [← (layer_sum hR z).2]
    refine setIntegral_congr_fun measurableSet_Ioi fun s hs => ?_
    have hs0 : 0 < s := lt_trans hR hs
    exact Real.norm_of_nonneg (by positivity)
  have hint : Integrable (fun p : ℝ × ℝ => 2 * π * p.2 / (p.2 ^ 2 + p.1 ^ 2) ^ 3)
      ((volume : Measure ℝ).prod (volume.restrict (Ioi R))) :=
    (integrable_prod_iff (by fun_prop : Measurable _).aestronglyMeasurable).2
      ⟨ae_of_all _ fun z => (layer_sum hR z).1,
        (layer_integrable hR).congr (ae_of_all _ fun z => (hn z).symm)⟩
  -- Fubini: first each layer, then the stack
  have hsum : cylindricalPoreSum R = π ^ 2 / (4 * R ^ 3) := by
    rw [cylindricalPoreSum, hμ, integral_prod _ hint]
    exact (integral_congr_ae (ae_of_all _ fun z => (layer_sum hR z).2)).trans
      (stacked_layers hR)
  rw [hsum, flatWallSum, mul_comm (3 * π / 2), div_mul_eq_mul_div,
    div_eq_div_iff (by positivity) (by positivity)]
  ring
```

The statement says that $S_{\rm cyl}(R)=\frac{3\pi}{2}W(R)$ for every $R>0$. With the two preceding integrals, the derivation is short:

$$S_{\rm cyl}(R)=\int_{-\infty}^{\infty}\frac{\pi}{2(R^2+z^2)^2}\,dz=\frac{\pi^2}{4R^3}=\frac{3\pi}{2}\cdot\frac{\pi}{6R^3}.$$

The first equality replaces a two-dimensional integral by two successive ones. This is Fubini's theorem, called `integral_prod` in Mathlib, and the proof turns on meeting its condition: the integrand must be integrable over the whole two-dimensional region. The condition matters in Lean because the integral of a non-integrable function is defined there to be 0: without integrability the two-dimensional integral would be 0, whatever value the two successive integrals gave.

The device that supplies the condition is `integrable_prod_iff`. For a measurable function $f(z,s)$, it says that $f$ is integrable over the product exactly when

- for almost every $z$, the slice $s\mapsto f(z,s)$ is integrable;
- the function $z\mapsto\int|f(z,s)|\,ds$ is integrable.

The first requirement is the first half of `layer_sum`. For the second, the step `hn` removes the absolute value, since the integrand is positive for $s>R$. What remains is the layer function, and `layer_integrable` covers it. The step `hμ` prepares the ground by rewriting area on the region as the product of length in $z$ and length in $s$ restricted to $s>R$.

## Pore shape and pore size

```lean
/-- At equal distance `R`, twice the flat-wall pair sum is less than the pair sum on the axis of a
cylindrical pore, which is less than the pair sum at the centre of a spherical pore. -/
theorem slit_lt_cylinder_lt_sphere {R : ℝ} (hR : 0 < R) :
    2 * flatWallSum R < cylindricalPoreSum R ∧ cylindricalPoreSum R < sphericalPoreSum R := by
  have hw : 0 < flatWallSum R := by
    unfold flatWallSum
    positivity
  rw [cylindrical_pore_enhancement hR, spherical_pore_enhancement hR]
  constructor
  · exact mul_lt_mul_of_pos_right (by linarith [Real.pi_gt_three]) hw
  · exact mul_lt_mul_of_pos_right (by linarith [Real.pi_le_four]) hw
```

For every $R>0$ this theorem states

$$2W(R)<S_{\rm cyl}(R)<S_{\rm sph}(R).$$

The left-hand term describes an atom on the midplane of a slit, with one flat wall at distance $R$ on either side. Dividing by $W(R)>0$ leaves $2<3\pi/2<8$. Lean gets the first inequality from $\pi>3$ and the second from $\pi\le4$. The order matches the geometry: the solid outside the slit is part of the solid outside the cylinder, which in turn is part of the solid outside the sphere.

```lean
/-- Changing the pore radius from `R` to `L` multiplies the spherical and the cylindrical pair
sum by `(R / L)³`. -/
theorem pore_radius_scaling {R L : ℝ} (hR : 0 < R) (hL : 0 < L) :
    sphericalPoreSum L = (R / L) ^ 3 * sphericalPoreSum R ∧
    cylindricalPoreSum L = (R / L) ^ 3 * cylindricalPoreSum R := by
  have hw : flatWallSum L = (R / L) ^ 3 * flatWallSum R := by
    unfold flatWallSum
    field_simp
  rw [spherical_pore_enhancement hR, spherical_pore_enhancement hL,
    cylindrical_pore_enhancement hR, cylindrical_pore_enhancement hL, hw]
  constructor <;> ring

end

end PoreAdsorption
```

```lean
#print axioms PoreAdsorption.slit_lt_cylinder_lt_sphere
#print axioms PoreAdsorption.pore_radius_scaling
```

```
'PoreAdsorption.slit_lt_cylinder_lt_sphere' depends on axioms: [propext, Classical.choice, Quot.sound]
'PoreAdsorption.pore_radius_scaling' depends on axioms: [propext, Classical.choice, Quot.sound]
```

The last theorem compares two pores of the same shape with radii $R$ and $L$, both positive. Since

$$W(L)=\frac{\pi}{6L^3}=\left(\frac RL\right)^3W(R),$$

and each pore sum is a fixed multiple of $W$, both pore sums scale in the same way. Doubling the radius divides the attractive energy at the centre by 8. In the code, `hw` is the displayed identity, and the two enhancement theorems carry it over to the pores.

## From the pair sum to an adsorption energy

In a calculation, the pair sum becomes the attractive part of the atom's energy at the pore centre:

$$E_{\rm sph}=-\frac{4\pi\rho\,C_6}{3R^3},\qquad E_{\rm cyl}=-\frac{\pi^2\rho\,C_6}{4R^3}.$$

A simulation code that adds $-C_6/r^6$ over explicit wall atoms usually stops at a cut-off $r_c$. For the spherical continuum pore with $r_c>R$, the radial integral then ends at $r_c$, and the missing fraction of the attraction is $(R/r_c)^3$. At $r_c=3R$ this is $1/27$, or about 4 per cent.

The $-C_6/r^6$ law is the leading non-retarded dispersion energy between two neutral, spherically symmetric atoms in second-order perturbation theory. Pairwise dispersion corrections in electronic-structure codes contain the same term, so the enhancement factors indicate how strongly this term of the correction responds to confinement, as long as the wall is treated as a continuum with a single $C_6$ and no short-range damping.

The model leaves out repulsion, the atomic structure of the wall, many-body screening and retardation. The atom is fixed at the centre or on the axis, so the theorems give no potential for an atom displaced towards the wall, where adsorption in a wide pore usually takes place.
